# Rank-two tensors invariant under all proper rotations are multiples of the identity in three or more dimensions

An electronic-structure calculation of the static polarisability returns a $3\times3$ matrix $\alpha$ in axes fixed to the molecule, relating the induced dipole $p$ to a weak applied field $E$ by $p=\alpha E$. To obtain the mean induced dipole of rigid, non-interacting molecules whose orientations are uniformly distributed, one replaces the nine components by the single number $\operatorname{tr}\alpha/3$. This step rests on three facts: the orientational average of the tensor is unchanged by rotations of the laboratory axes, a $3\times3$ matrix with that property is a multiple of the identity, and averaging preserves the trace, which fixes the multiple.

## Commuting with all rotations forces a scalar matrix

Label the axes $0,\dots,N-1$ and let $\mathbb 1$ be the $N\times N$ identity. A proper rotation is a real matrix $R$ with $RR^{\mathsf T}=\mathbb 1$ and $\det R=1$. If $R$ converts molecular components to laboratory components, then $p_{\rm lab}=R\alpha R^{\mathsf T}E_{\rm lab}$, so the laboratory tensor is $R\alpha R^{\mathsf T}$.

The claim is that for $N\ge3$ and any real matrix $A$, symmetric or not,
$$RA=AR\ \text{ for all proper rotations } R\iff A=\frac{\operatorname{tr}A}{N}\,\mathbb 1 .$$
The direction from right to left is immediate. For the other direction, fix axes $i,j$ and choose a third axis $k$ with $k\ne i$ and $k\ne j$, which $N\ge3$ allows.

For $i\ne j$, let $D$ be diagonal with $-1$ at positions $i$ and $k$ and $+1$ elsewhere. Then $DD^{\mathsf T}=\mathbb 1$ and $\det D=(-1)^2=1$; for $N=3$ it is the half-turn about axis $j$. Since $(DA)_{ij}=D_{ii}A_{ij}=-A_{ij}$ and $(AD)_{ij}=A_{ij}D_{jj}=A_{ij}$, commutation gives $A_{ij}=0$.

For the diagonal, let $\sigma$ be a permutation of the axes and set $P_{ab}=\delta_{\sigma(a),b}$. Then $PP^{\mathsf T}=\mathbb 1$, and $\det P$ is the sign of $\sigma$. Take $\sigma$ to be the exchange of $i$ and $k$ followed by the exchange of $k$ and $j$. It is even and $\sigma(i)=j$; for $i\neq j$ it is the cycle $i\to j\to k\to i$. Then
$$(PA)_{ij}=\sum_c\delta_{\sigma(i),c}A_{cj}=A_{jj},\qquad (AP)_{ij}=\sum_cA_{ic}\,\delta_{\sigma(c),j}=A_{ii},$$
so all diagonal entries agree. Hence $\operatorname{tr}A=NA_{ii}$ for each $i$, which fixes the scalar.

A square matrix with $RR^{\mathsf T}=\mathbb 1$ also has $R^{\mathsf T}R=\mathbb 1$. Multiplying $RAR^{\mathsf T}=A$ on the right by $R$ gives $RA=AR$, and multiplying $RA=AR$ on the right by $R^{\mathsf T}$ gives $RAR^{\mathsf T}=A$. The claim therefore also characterises tensors with the same components in every orientation.

For $N=2$ the claim fails. Unit rows and unit determinant give
$$(R_{00}-R_{11})^2+(R_{01}+R_{10})^2=1+1-2\det R=0,$$
so $R=R_{00}\mathbb 1+R_{10}J$ with $J=\begin{pmatrix}0&-1\\1&0\end{pmatrix}$. Every planar rotation commutes with $J$, and $J_{10}=1$ shows that $J$ is not scalar.

## The average over orientations

Let $\mu$ be a probability distribution on the proper rotations and define $\bar\alpha_{ij}=\int(R\alpha R^{\mathsf T})_{ij}\,d\mu(R)$. The rows of $R$ are unit vectors, so $|R_{ab}|\le1$ and
$$|(R\alpha R^{\mathsf T})_{ij}|=\Big|\sum_{k,l}R_{ik}\alpha_{kl}R_{jl}\Big|\le\sum_{k,l}|\alpha_{kl}| .$$
The integrand is continuous and bounded, hence integrable. Assume that $\mu$ is unchanged by $R\mapsto QR$ for every rotation $Q$. Physically this says that no laboratory frame is preferred, as for the molecules of a gas in thermal equilibrium with no orienting field or surface. Then
$$(Q\bar\alpha Q^{\mathsf T})_{ij}=\sum_{k,l}Q_{ik}Q_{jl}\int(R\alpha R^{\mathsf T})_{kl}\,d\mu=\int\big((QR)\alpha(QR)^{\mathsf T}\big)_{ij}\,d\mu=\bar\alpha_{ij}.$$
For $N\ge3$ this makes $\bar\alpha$ scalar. Also $\operatorname{tr}(R\alpha R^{\mathsf T})=\operatorname{tr}(R^{\mathsf T}R\alpha)=\operatorname{tr}\alpha$ for each $R$, and $\mu$ has total weight one, so $\operatorname{tr}\bar\alpha=\operatorname{tr}\alpha$ and
$$\bar\alpha=\frac{\operatorname{tr}\alpha}{N}\,\mathbb 1 .$$

## Rotations, test matrices and the average in Lean

In the code `n` is the finite set of axis labels, and the dimension $N$ is `Fintype.card n`.

```lean
import Mathlib

open Matrix MeasureTheory

namespace RotationalIsotropy

noncomputable section

variable {n : Type*} [Fintype n] [DecidableEq n]
```

`rotations n` collects the matrices with `R * Rᵀ = 1 ∧ R.det = 1`. It is a submonoid: it contains the identity and is closed under products, which is what gives meaning to $QR$ as an orientation. Reflections are excluded, so the commutation hypothesis below ranges over proper rotations alone. For $N\ge3$ the theorem shows that this already forces commutation with every orthogonal matrix, whereas for $N=2$ the matrix $J$ commutes with all rotations but not with the reflection $\operatorname{diag}(1,-1)$.

```lean
/-- The proper rotations: real orthogonal matrices of determinant one. -/
def rotations (n : Type*) [Fintype n] [DecidableEq n] : Submonoid (Matrix n n ℝ) where
  carrier := {R | R * Rᵀ = 1 ∧ R.det = 1}
  one_mem' := by simp
  mul_mem' := by
    rintro A B ⟨hA, dA⟩ ⟨hB, dB⟩
    show A * B * (A * B)ᵀ = 1 ∧ (A * B).det = 1
    refine ⟨?_, by rw [det_mul, dA, dB, one_mul]⟩
    rw [transpose_mul, mul_assoc, ← mul_assoc B, hB, one_mul, hA]
```

`axisFlip i k` is $D$. Its diagonal is a product of two sign factors, so for $i=k$ it is the identity.

```lean
/-- The diagonal matrix that reverses axis `i` and then axis `k`. -/
def axisFlip (i k : n) : Matrix n n ℝ :=
  diagonal fun l => (if l = i then -1 else 1) * (if l = k then -1 else 1)
```

`axisPerm σ` is $P$: the rows of the identity are reindexed by $\sigma$, giving the entry $\delta_{\sigma(a),b}$ at position $(a,b)$.

```lean
/-- The matrix that permutes the coordinate axes according to `σ`. -/
def axisPerm (σ : Equiv.Perm n) : Matrix n n ℝ :=
  (1 : Matrix n n ℝ).submatrix σ id
```

`labTensor α R` fixes the convention that $R$ takes molecular components to laboratory components.

```lean
/-- The rank-two tensor `α` seen in the laboratory frame for orientation `R`: `R α Rᵀ`. -/
def labTensor (α R : Matrix n n ℝ) : Matrix n n ℝ := R * α * Rᵀ
```

`orientAverage μ α` is $\bar\alpha$, integrated entry by entry; `R.1` is the matrix underlying a member `R` of `rotations n`.

```lean
/-- The componentwise average of `R α Rᵀ` over a distribution `μ` of orientations. -/
def orientAverage [MeasurableSpace (rotations n)] (μ : Measure (rotations n))
    (α : Matrix n n ℝ) : Matrix n n ℝ :=
  Matrix.of fun i j => ∫ R, labTensor α R.1 i j ∂μ
```

## The algebraic theorems

`axisFlip_mem` shows that $D$ is a proper rotation for all $i,k$. Each diagonal entry squares to one, and the determinant splits into two products, each equal to $-1$.

```lean
/-- Reversing axis `i` and then axis `k` is a proper rotation. -/
theorem axisFlip_mem (i k : n) : axisFlip i k ∈ rotations n := by
  show axisFlip i k * (axisFlip i k)ᵀ = 1 ∧ (axisFlip i k).det = 1
  constructor
  · rw [axisFlip, diagonal_transpose, diagonal_mul_diagonal, ← diagonal_one]
    congr 1
    funext l
    split_ifs <;> norm_num
  · rw [axisFlip, det_diagonal, Finset.prod_mul_distrib]
    simp
```

`axisPerm_mem` does the same for even $\sigma$. Only the term $c=\sigma(a)$ survives in the sum for $(PP^{\mathsf T})_{ab}$, and `det_permute` supplies the sign.

```lean
/-- An even permutation of the coordinate axes is a proper rotation. -/
theorem axisPerm_mem (σ : Equiv.Perm n) (hσ : Equiv.Perm.sign σ = 1) :
    axisPerm σ ∈ rotations n := by
  show axisPerm σ * (axisPerm σ)ᵀ = 1 ∧ (axisPerm σ).det = 1
  constructor
  · ext a b
    rw [mul_apply, Finset.sum_eq_single (σ a)]
    · simp [axisPerm, one_apply, eq_comm]
    · intro c _ hc
      simp [axisPerm, one_apply, hc.symm]
    · simp
  · rw [axisPerm, det_permute, hσ]
    simp
```

`commute_rotations_iff` is the claim for $N\ge3$, with no condition on `A`. The step `third` finds $k$ by counting: if every axis were $i$ or $j$, there would be at most two. In `off`, the $(i,j)$ entry of $DA=AD$ becomes $-A_{ij}=A_{ij}$ once the four conditionals are resolved. In `diag`, the permutation `Equiv.swap k j * Equiv.swap i k` applies its right factor first, and it reduces to the identity when $i=j$, so that case needs no separate treatment. The equations `e1` and `e2` are the two sums over $c$ above, and `ht` is $\operatorname{tr}A=NA_{ii}$.

```lean
/-- In dimension at least three, `A` commutes with every proper rotation exactly when it is
the identity times the mean of its diagonal components. -/
theorem commute_rotations_iff (hn : 3 ≤ Fintype.card n) (A : Matrix n n ℝ) :
    (∀ R ∈ rotations n, R * A = A * R) ↔
      A = (A.trace / Fintype.card n) • (1 : Matrix n n ℝ) := by
  constructor
  · intro h
    -- besides any two axes there is a third one
    have third : ∀ i j : n, ∃ k, k ≠ i ∧ k ≠ j := by
      intro i j
      by_contra hc
      have hsub : (Finset.univ : Finset n) ⊆ {i, j} := by
        intro k _
        by_contra hk
        simp only [Finset.mem_insert, Finset.mem_singleton, not_or] at hk
        exact hc ⟨k, hk⟩
      have h1 := Finset.card_le_card hsub
      have h2 : ({i, j} : Finset n).card ≤ 2 := Finset.card_le_two
      rw [Finset.card_univ] at h1
      omega
    -- reversing axes i and k changes the sign of the component A i j
    have off : ∀ i j, i ≠ j → A i j = 0 := by
      intro i j hij
      obtain ⟨k, hki, hkj⟩ := third i j
      have e := congrFun (congrFun (h _ (axisFlip_mem i k)) i) j
      rw [axisFlip, diagonal_mul, mul_diagonal, if_pos rfl, if_neg hki.symm,
        if_neg hij.symm, if_neg hkj.symm] at e
      linarith
    -- an even permutation carrying i to j equates the diagonal components
    have diag : ∀ i j, A i i = A j j := by
      intro i j
      obtain ⟨k, hki, hkj⟩ := third i j
      obtain ⟨σ, hs, hi⟩ : ∃ σ : Equiv.Perm n, Equiv.Perm.sign σ = 1 ∧ σ i = j :=
        ⟨Equiv.swap k j * Equiv.swap i k, by
          rw [map_mul, Equiv.Perm.sign_swap hkj, Equiv.Perm.sign_swap hki.symm]; simp,
          by simp⟩
      have e := congrFun (congrFun (h _ (axisPerm_mem σ hs)) i) j
      have e0 : axisPerm σ i j = 1 := by
        show (1 : Matrix n n ℝ) (σ i) j = 1
        rw [hi, one_apply_eq]
      have e1 : (axisPerm σ * A) i j = A j j := by
        rw [mul_apply, Finset.sum_eq_single j]
        · rw [e0, one_mul]
        · intro c _ hc
          simp [axisPerm, hi, one_apply, hc.symm]
        · simp
      have e2 : (A * axisPerm σ) i j = A i i := by
        rw [mul_apply, Finset.sum_eq_single i]
        · rw [e0, mul_one]
        · intro c _ hc
          have hne : σ c ≠ j := fun hh => hc (σ.injective (hh.trans hi.symm))
          simp [axisPerm, one_apply, hne]
        · simp
      rw [← e1, e, e2]
    have hc : (Fintype.card n : ℝ) ≠ 0 := Nat.cast_ne_zero.mpr (by omega)
    ext i j
    by_cases hij : i = j
    · subst hij
      have ht : A.trace = Fintype.card n * A i i := by
        have hs : A.trace = ∑ _l : n, A i i := Finset.sum_congr rfl fun l _ => diag l i
        rw [hs]
        simp
      rw [Matrix.smul_apply, one_apply_eq, ht, smul_eq_mul, mul_one,
        mul_div_cancel_left₀ _ hc]
    · rw [Matrix.smul_apply, one_apply_ne hij, off i j hij, smul_zero]
  · intro h R _
    rw [h, Matrix.mul_smul, Matrix.smul_mul, mul_one, one_mul]
```

`commute_rotations_three` specialises to axes $0,1,2$ and states the conclusion as $A=c\,\mathbb 1$ for some real $c$, in both directions.

```lean
/-- A real 3 × 3 matrix commutes with every proper rotation exactly when it is a scalar
multiple of the identity. -/
theorem commute_rotations_three (A : Matrix (Fin 3) (Fin 3) ℝ) :
    (∀ R ∈ rotations (Fin 3), R * A = A * R) ↔
      ∃ c : ℝ, A = c • (1 : Matrix (Fin 3) (Fin 3) ℝ) := by
  constructor
  · exact fun h => ⟨_, (commute_rotations_iff (by simp) A).1 h⟩
  · rintro ⟨c, rfl⟩ R _
    rw [Matrix.mul_smul, Matrix.smul_mul, mul_one, one_mul]
```

`labTensor_invariant_iff` replaces commutation by $RAR^{\mathsf T}=A$. The two conditions are shown equivalent for each single `R`, using `h2`, which is $R^{\mathsf T}R=\mathbb 1$, in one direction and `h1` in the other.

```lean
/-- In dimension at least three, a rank-two tensor has the same components in every
orientation exactly when it is the identity times the mean of its diagonal components. -/
theorem labTensor_invariant_iff (hn : 3 ≤ Fintype.card n) (A : Matrix n n ℝ) :
    (∀ R ∈ rotations n, labTensor A R = A) ↔
      A = (A.trace / Fintype.card n) • (1 : Matrix n n ℝ) := by
  rw [← commute_rotations_iff hn]
  refine forall₂_congr fun R hR => ?_
  obtain ⟨h1, -⟩ : R * Rᵀ = 1 ∧ R.det = 1 := hR
  have h2 : Rᵀ * R = 1 := mul_eq_one_comm.mp h1
  unfold labTensor
  constructor
  · intro h
    calc R * A = R * A * Rᵀ * R := by rw [mul_assoc (R * A), h2, mul_one]
      _ = A * R := by rw [h]
  · intro h
    rw [h, mul_assoc, h1, mul_one]
```

`planar_counterexample` states that $J$, written `!![0, -1; 1, 0]`, commutes with every planar rotation and differs from $c\,\mathbb 1$ for every $c$. The sum of squares is `hz`, obtained as the combination `a + b - 2 * h2` of the two row norms and the determinant, and `p'` and `q'` are $R_{00}=R_{11}$ and $R_{01}=-R_{10}$.

```lean
/-- In the plane the antisymmetric matrix `[[0, -1], [1, 0]]` commutes with every proper
rotation and is not a scalar multiple of the identity. -/
theorem planar_counterexample :
    (∀ R ∈ rotations (Fin 2), R * !![0, -1; 1, 0] = !![0, -1; 1, 0] * R) ∧
      ∀ c : ℝ, !![0, -1; 1, 0] ≠ c • (1 : Matrix (Fin 2) (Fin 2) ℝ) := by
  constructor
  · intro R hR
    obtain ⟨h1, h2⟩ : R * Rᵀ = 1 ∧ R.det = 1 := hR
    have a := congrFun (congrFun h1 0) 0
    have b := congrFun (congrFun h1 1) 1
    simp only [mul_apply, Fin.sum_univ_two, transpose_apply, one_apply_eq] at a b
    rw [det_fin_two] at h2
    have hz : (R 0 0 - R 1 1) ^ 2 + (R 0 1 + R 1 0) ^ 2 = 0 := by
      linear_combination a + b - 2 * h2
    have p : (R 0 0 - R 1 1) ^ 2 = 0 := by
      nlinarith [sq_nonneg (R 0 0 - R 1 1), sq_nonneg (R 0 1 + R 1 0)]
    have q : (R 0 1 + R 1 0) ^ 2 = 0 := by linarith
    have p' : R 0 0 = R 1 1 := by linarith [pow_eq_zero_iff (two_ne_zero) |>.mp p]
    have q' : R 0 1 = -R 1 0 := by linarith [pow_eq_zero_iff (two_ne_zero) |>.mp q]
    ext i j
    fin_cases i <;> fin_cases j <;> simp [mul_apply, Fin.sum_univ_two, p', q']
  · intro c h
    have e := congrFun (congrFun h 1) 0
    simp at e
```

## The averaging theorems

From here on `μ` is a probability measure on the rotations, and `BorelSpace` takes the measurable sets to be those generated by the open sets, so that continuous functions of the matrix entries are measurable. Lean assigns the value zero to the integral of a non-integrable function, and `labTensor_integrable` shows that this case does not arise in `orientAverage` for such `μ`. It needs no invariance and holds in any dimension: `hc` is continuity, `hb` is $|R_{ab}|\le1$, and the closing `calc` bounds each term by $|\alpha_{kl}|$.

```lean
variable [MeasurableSpace (rotations n)] [BorelSpace (rotations n)]
  (μ : Measure (rotations n)) [IsProbabilityMeasure μ]

/-- Each component of `R α Rᵀ` is integrable over any probability distribution of
orientations. -/
theorem labTensor_integrable (α : Matrix n n ℝ) (i j : n) :
    Integrable (fun R : rotations n => labTensor α R.1 i j) μ := by
  have hc : Continuous fun R : rotations n => labTensor α R.1 i j :=
    ((continuous_subtype_val.matrix_mul continuous_const).matrix_mul
      continuous_subtype_val.matrix_transpose).matrix_elem i j
  refine Integrable.of_bound hc.aestronglyMeasurable (∑ l, ∑ k, |α k l|)
    (Filter.Eventually.of_forall fun R => ?_)
  obtain ⟨h1, -⟩ : R.1 * R.1ᵀ = 1 ∧ R.1.det = 1 := R.2
  -- rows are unit vectors, so entries are direction cosines
  have hb : ∀ a b, |R.1 a b| ≤ 1 := by
    intro a b
    have h := congrFun (congrFun h1 a) a
    simp only [mul_apply, transpose_apply, one_apply_eq] at h
    have h' := Finset.single_le_sum (f := fun c => R.1 a c * R.1 a c)
      (fun c _ => mul_self_nonneg _) (Finset.mem_univ b)
    have h'' : R.1 a b * R.1 a b ≤ 1 := h'.trans h.le
    exact abs_le.mpr ⟨by nlinarith, by nlinarith⟩
  rw [Real.norm_eq_abs]
  simp only [labTensor, mul_apply, transpose_apply, Finset.sum_mul]
  refine (Finset.abs_sum_le_sum_abs _ _).trans (Finset.sum_le_sum fun l _ =>
    (Finset.abs_sum_le_sum_abs _ _).trans (Finset.sum_le_sum fun k _ => ?_))
  rw [abs_mul, abs_mul]
  calc _ ≤ 1 * |α k l| * 1 :=
        mul_le_mul (mul_le_mul_of_nonneg_right (hb i k) (abs_nonneg _)) (hb j l)
          (abs_nonneg _) (by positivity)
    _ = |α k l| := by ring
```

`orientAverage_invariant` adds `μ.IsMulLeftInvariant`, which says that the image of $\mu$ under $R\mapsto QR$ is $\mu$ itself. With the convention of `labTensor`, multiplication on the left is a change of laboratory axes. The theorem holds in any dimension. The step `expand` writes $(QMQ^{\mathsf T})_{ij}$, for an arbitrary matrix $M$, as a sum over pairs `p`, with `p.2` and `p.1` in the roles of $k$ and $l$. The step `shift` is the substitution $R\to QR$, `comp` regroups $(QR)\alpha(QR)^{\mathsf T}$ as $Q(R\alpha R^{\mathsf T})Q^{\mathsf T}$, and `lin` exchanges the finite sum with the integral, which uses integrability.

```lean
/-- Over a rotation-invariant distribution of orientations, the averaged tensor has the same
components in every rotated frame. -/
theorem orientAverage_invariant [μ.IsMulLeftInvariant] (α : Matrix n n ℝ) (Q : rotations n) :
    labTensor (orientAverage μ α) Q.1 = orientAverage μ α := by
  ext i j
  have expand : ∀ M : Matrix n n ℝ, labTensor M Q.1 i j
      = ∑ p : n × n, Q.1 i p.2 * Q.1 j p.1 * M p.2 p.1 := by
    intro M
    simp only [labTensor, mul_apply, transpose_apply, Finset.sum_mul, Fintype.sum_prod_type]
    exact Finset.sum_congr rfl fun l _ => Finset.sum_congr rfl fun k _ => by ring
  have hm : Measurable fun R : rotations n => Q * R :=
    (continuous_const.mul continuous_id).measurable
  -- shift the orientation R to Q R
  have shift : ∫ R, labTensor α R.1 i j ∂μ = ∫ R, labTensor α (Q * R).1 i j ∂μ := by
    have hi := (labTensor_integrable μ α i j).aestronglyMeasurable
    rw [← map_mul_left_eq_self μ Q] at hi
    rw [← integral_map hm.aemeasurable hi, map_mul_left_eq_self μ Q]
  have comp : ∀ R : rotations n, labTensor α (Q * R).1 i j
      = ∑ p : n × n, Q.1 i p.2 * Q.1 j p.1 * labTensor α R.1 p.2 p.1 := by
    intro R
    rw [← expand]
    simp only [labTensor, Submonoid.coe_mul, transpose_mul, mul_assoc]
  have lin : ∫ R, ∑ p : n × n, Q.1 i p.2 * Q.1 j p.1 * labTensor α R.1 p.2 p.1 ∂μ
      = ∑ p : n × n, ∫ R, Q.1 i p.2 * Q.1 j p.1 * labTensor α R.1 p.2 p.1 ∂μ := by
    exact integral_finsetSum _ fun p _ => (labTensor_integrable μ α _ _).const_mul _
  rw [expand]
  simp only [orientAverage, of_apply]
  rw [shift]
  simp only [comp]
  rw [lin]
  simp only [integral_const_mul]
```

`orientAverage_isotropic` reads: for $N\ge3$, any real $\alpha$ and any left-invariant Borel probability measure on the proper rotations, the average equals $(\operatorname{tr}\alpha/N)\,\mathbb 1$. The step `tr` is the cyclic property of the trace, `ht` carries it through the integral, and the last line feeds the invariance into `labTensor_invariant_iff`.

The measure is a hypothesis. By general theory exactly one distribution satisfies it, the uniform (Haar) distribution on the rotation group; its existence and uniqueness are not proved here. The tensor $\alpha$ is one fixed matrix acting on the applied field, so vibrational changes of the polarisability and local fields from neighbouring molecules are absent from the model. Partial alignment by a field is excluded by the invariance of $\mu$. The average is linear in $\alpha$, and averages of products of two components, which form a tensor of rank four, are not treated.

```lean
/-- In dimension at least three, the average of `R α Rᵀ` over a rotation-invariant
distribution of orientations is the identity times the mean diagonal component of `α`. -/
theorem orientAverage_isotropic [μ.IsMulLeftInvariant] (hn : 3 ≤ Fintype.card n)
    (α : Matrix n n ℝ) :
    orientAverage μ α = (α.trace / Fintype.card n) • (1 : Matrix n n ℝ) := by
  have tr : ∀ R : rotations n, ∑ i, labTensor α R.1 i i = α.trace := by
    intro R
    obtain ⟨h1, -⟩ : R.1 * R.1ᵀ = 1 ∧ R.1.det = 1 := R.2
    show (R.1 * α * R.1ᵀ).trace = α.trace
    rw [trace_mul_comm, ← mul_assoc, mul_eq_one_comm.mp h1, one_mul]
  have lin : ∫ R, ∑ i, labTensor α R.1 i i ∂μ = ∑ i, ∫ R, labTensor α R.1 i i ∂μ := by
    exact integral_finsetSum _ fun i _ => labTensor_integrable μ α i i
  -- averaging preserves the trace
  have ht : (orientAverage μ α).trace = α.trace := by
    show ∑ i, ∫ R, labTensor α R.1 i i ∂μ = α.trace
    rw [← lin]
    simp [tr]
  rw [← ht]
  exact (labTensor_invariant_iff hn _).1 fun R hR => orientAverage_invariant μ α ⟨R, hR⟩

end

end RotationalIsotropy
```

```lean
#print axioms RotationalIsotropy.commute_rotations_three
#print axioms RotationalIsotropy.labTensor_invariant_iff
#print axioms RotationalIsotropy.planar_counterexample
#print axioms RotationalIsotropy.orientAverage_isotropic
```

```
'RotationalIsotropy.commute_rotations_three' depends on axioms: [propext, Classical.choice, Quot.sound]
'RotationalIsotropy.labTensor_invariant_iff' depends on axioms: [propext, Classical.choice, Quot.sound]
'RotationalIsotropy.planar_counterexample' depends on axioms: [propext, Classical.choice, Quot.sound]
'RotationalIsotropy.orientAverage_isotropic' depends on axioms: [propext, Classical.choice, Quot.sound]
```
